# Adding the Olsen correction with an exact preconditioner gives a multiple of the inverse-iteration vector

## Residual, preconditioner and correction

Let E be a complex inner product space, with ⟨x, y⟩ conjugate-linear in x and linear in y. Let H be a linear operator on E, θ a complex shift and u a trial vector, with residual

  r = (H − θ)u.

A preconditioner M is an invertible linear operator standing in for H − θ. For complex ε the correction is

  δ(ε) = −M⁻¹r + ε M⁻¹u.

Davidson's correction is δ(0), and Olsen's chooses ε so that δ(ε) ⊥ u. Write a = ⟨u, M⁻¹u⟩ and b = ⟨u, M⁻¹r⟩. The condition a ≠ 0 says that the added direction M⁻¹u has a component along u, with which the overlap can be cancelled.

Such corrections are used in iterative eigensolvers for configuration interaction and equation-of-motion coupled-cluster theory; only the correction of a single vector is treated here. H need not be Hermitian, which suits the similarity-transformed Hamiltonian.

## Orthogonality fixes ε

Linearity in the second slot gives

  ⟨u, δ(ε)⟩ = εa − b.

If a ≠ 0, this vanishes exactly at ε* = b/a. If a = 0, it equals −b whatever ε is, so either no ε works or all do. A unique ε therefore exists if and only if a ≠ 0, for any vector r.

For a ≠ 0, suppose t ⊥ u and Mt + r = cu for some number c. Applying M⁻¹ gives t = −M⁻¹r + cM⁻¹u = δ(c), and orthogonality forces c = ε*. Conversely Mδ(ε*) + r = ε*u. So δ(ε*) is the only solution of this projected equation of Jacobi–Davidson type.

Now let M = H − θ exactly. Then r = Mu, so M⁻¹r = u and

  δ(0) = −u,  u + δ(ε) = ε M⁻¹u for every ε.

Davidson's step annihilates the trial vector and offers no new direction. If a ≠ 0, orthogonality reads εa = ⟨u, u⟩. Since a ≠ 0 forces u ≠ 0 and M⁻¹u ≠ 0, both ε and εM⁻¹u are nonzero, and the updated vector u + δ(ε) is a multiple of (H − θ)⁻¹u, the vector that one step of inverse iteration with shift θ produces from u.

## The objects in Lean

```lean
import Mathlib

open scoped InnerProductSpace

namespace OlsenCorrection

noncomputable section

variable {E : Type*} [NormedAddCommGroup E] [InnerProductSpace ℂ E]
```

The space `E` is not required to be finite-dimensional or complete, and Mathlib's `⟪u, v⟫_ℂ` follows the convention above.

```lean
/-- The residual `r = (H - θ) u` of a trial vector `u` with shift `θ`. -/
def residual (H : E →ₗ[ℂ] E) (θ : ℂ) (u : E) : E := H u - θ • u

/-- The correction vector `δ(ε) = -M⁻¹ r + ε M⁻¹ u` for an invertible preconditioner `M`. -/
def correction (M : E ≃ₗ[ℂ] E) (r u : E) (ε : ℂ) : E := -M.symm r + ε • M.symm u

/-- The Olsen parameter `ε* = ⟨u, M⁻¹ r⟩ / ⟨u, M⁻¹ u⟩`. -/
def olsenParam (M : E ≃ₗ[ℂ] E) (r u : E) : ℂ := ⟪u, M.symm r⟫_ℂ / ⟪u, M.symm u⟫_ℂ
```

`H : E →ₗ[ℂ] E` is defined on all of E, so operators with a restricted domain are not covered. Neither is θ tied to the Rayleigh quotient, nor u normalised. In `correction` and `olsenParam` the vector `r` is free and becomes the residual only in the exact case.

The device on which everything turns is the type `E ≃ₗ[ℂ] E`. A linear equivalence bundles a linear map, an inverse and proofs of both inverse laws. `M.symm` is M⁻¹ and is again an equivalence, so `map_add` and `map_smul` apply to it, while `M.symm_apply_apply` and `M.apply_symm_apply` cancel M⁻¹M and MM⁻¹. Invertibility is thus assumed through the type; for M = H − θ in finite dimension it means that θ is not an eigenvalue of H.

With ℂⁿ in place of E and a complex matrix in place of M, the statements would be confined to finite dimension and the cancellations would need a determinant condition. Mathlib gives a singular matrix the inverse zero, so that condition would already follow from a ≠ 0 wherever this is assumed.

## General preconditioner

```lean
/-- The overlap of the correction with the trial vector is `ε ⟨u, M⁻¹ u⟩ - ⟨u, M⁻¹ r⟩`. -/
theorem inner_correction (M : E ≃ₗ[ℂ] E) (r u : E) (ε : ℂ) :
    ⟪u, correction M r u ε⟫_ℂ = ε * ⟪u, M.symm u⟫_ℂ - ⟪u, M.symm r⟫_ℂ := by
  rw [correction, inner_add_right, inner_neg_right, inner_smul_right]
  ring
```

The three inner-product rewrites are the linearity step giving εa − b.

```lean
/-- If `⟨u, M⁻¹ u⟩ ≠ 0`, the correction is orthogonal to `u` exactly when `ε` is the
Olsen parameter. -/
theorem orthogonal_iff (M : E ≃ₗ[ℂ] E) (r u : E) (h : ⟪u, M.symm u⟫_ℂ ≠ 0) (ε : ℂ) :
    ⟪u, correction M r u ε⟫_ℂ = 0 ↔ ε = olsenParam M r u := by
  rw [inner_correction, olsenParam, eq_div_iff h, sub_eq_zero]
```

Here `h` is a ≠ 0, and `eq_div_iff h` turns ε = b/a into εa = b.

```lean
/-- Exactly one `ε` makes the correction orthogonal to `u` if and only if
`⟨u, M⁻¹ u⟩ ≠ 0`. -/
theorem existsUnique_orthogonal_iff (M : E ≃ₗ[ℂ] E) (r u : E) :
    (∃! ε : ℂ, ⟪u, correction M r u ε⟫_ℂ = 0) ↔ ⟪u, M.symm u⟫_ℂ ≠ 0 := by
  constructor
  · rintro ⟨ε, hε, huniq⟩ h0
    -- with vanishing denominator, `ε + 1` would be a second solution
    have h1 : ⟪u, correction M r u (ε + 1)⟫_ℂ = 0 := by
      have hε' : ⟪u, correction M r u ε⟫_ℂ = 0 := hε
      rw [inner_correction, h0] at hε' ⊢
      linear_combination hε'
    have h2 : ε + 1 = ε := huniq (ε + 1) h1
    exact one_ne_zero (by linear_combination h2 : (1 : ℂ) = 0)
  · intro h
    exact ⟨olsenParam M r u, (orthogonal_iff M r u h _).2 rfl,
      fun ε hε => (orthogonal_iff M r u h ε).1 hε⟩
```

The symbol `∃!` means "exactly one". In the forward direction, with a = 0 any solution ε yields the second solution ε + 1, and uniqueness would give 1 = 0. The backward direction offers ε* and reads uniqueness from `orthogonal_iff`.

```lean
/-- If `⟨u, M⁻¹ u⟩ ≠ 0`, a vector `t` is orthogonal to `u` with `M t + r` a multiple of `u`
exactly when `t` is the correction with the Olsen parameter. -/
theorem projected_equation_iff (M : E ≃ₗ[ℂ] E) (r u t : E) (h : ⟪u, M.symm u⟫_ℂ ≠ 0) :
    (⟪u, t⟫_ℂ = 0 ∧ ∃ c : ℂ, M t + r = c • u) ↔ t = correction M r u (olsenParam M r u) := by
  constructor
  · rintro ⟨ht, c, hc⟩
    -- apply `M⁻¹` to `M t + r = c u`
    have h1 : t = correction M r u c := by
      have h2 := congrArg M.symm hc
      rw [map_add, map_smul, M.symm_apply_apply] at h2
      rw [correction, ← h2]
      abel
    rw [h1] at ht
    rw [h1, (orthogonal_iff M r u h c).1 ht]
  · rintro rfl
    refine ⟨(orthogonal_iff M r u h _).2 rfl, olsenParam M r u, ?_⟩
    rw [correction, map_add, map_neg, map_smul, M.apply_symm_apply, M.apply_symm_apply]
    abel
```

`congrArg M.symm hc` applies M⁻¹ to both sides of Mt + r = cu, giving t = δ(c). The converse supplies c = ε* and cancels MM⁻¹ twice.

## Exact preconditioner

```lean
/-- For the exact preconditioner `M = H - θ`, the preconditioned residual `M⁻¹ r` is `u`. -/
theorem exact_precond_residual (H : E →ₗ[ℂ] E) (θ : ℂ) (M : E ≃ₗ[ℂ] E)
    (hM : ∀ x, M x = H x - θ • x) (u : E) : M.symm (residual H θ u) = u := by
  rw [residual, ← hM, M.symm_apply_apply]
```

The hypothesis `hM` states M = H − θ vector by vector. Rewriting with it backwards turns r into Mu.

```lean
/-- For `M = H - θ` and every `ε`, the updated vector is `u + δ(ε) = ε M⁻¹ u`. -/
theorem exact_update (H : E →ₗ[ℂ] E) (θ : ℂ) (M : E ≃ₗ[ℂ] E)
    (hM : ∀ x, M x = H x - θ • x) (u : E) (ε : ℂ) :
    u + correction M (residual H θ u) u ε = ε • M.symm u := by
  rw [correction, exact_precond_residual H θ M hM]
  abel
```

No condition on ε or a enters, and `abel` cancels u against −u.

```lean
/-- For `M = H - θ` and `⟨u, M⁻¹ u⟩ ≠ 0`: exactly one `ε` makes `δ(ε)` orthogonal to `u`;
such an `ε` satisfies `ε ⟨u, M⁻¹ u⟩ = ⟨u, u⟩`, is nonzero and gives
`u + δ(ε) = ε M⁻¹ u ≠ 0`, whereas `δ(0) = -u`. -/
theorem olsen_versus_davidson (H : E →ₗ[ℂ] E) (θ : ℂ) (M : E ≃ₗ[ℂ] E)
    (hM : ∀ x, M x = H x - θ • x) (u : E) (h : ⟪u, M.symm u⟫_ℂ ≠ 0) :
    (∃! ε : ℂ, ⟪u, correction M (residual H θ u) u ε⟫_ℂ = 0) ∧
    (∀ ε : ℂ, ⟪u, correction M (residual H θ u) u ε⟫_ℂ = 0 →
      ε * ⟪u, M.symm u⟫_ℂ = ⟪u, u⟫_ℂ ∧ ε ≠ 0 ∧
      u + correction M (residual H θ u) u ε = ε • M.symm u ∧ ε • M.symm u ≠ 0) ∧
    correction M (residual H θ u) u 0 = -u := by
  refine ⟨(existsUnique_orthogonal_iff M _ u).2 h, ?_, ?_⟩
  · intro ε hε
    rw [inner_correction, exact_precond_residual H θ M hM, sub_eq_zero] at hε
    -- the nonzero denominator forces `u ≠ 0` and `M⁻¹ u ≠ 0`
    have hu : u ≠ 0 := by
      intro h0
      apply h
      rw [h0, inner_zero_left]
    have hMu : M.symm u ≠ 0 := by
      intro h0
      apply h
      rw [h0, inner_zero_right]
    have hε0 : ε ≠ 0 := by
      intro h0
      rw [h0, zero_mul] at hε
      exact hu (inner_self_eq_zero.1 hε.symm)
    exact ⟨hε, hε0, exact_update H θ M hM u ε, smul_ne_zero hε0 hMu⟩
  · rw [correction, exact_precond_residual H θ M hM, zero_smul, add_zero]
```

For M = H − θ and a ≠ 0 the theorem has three parts: exactly one ε gives δ(ε) ⊥ u; any such ε obeys εa = ⟨u, u⟩, is nonzero, and gives u + δ(ε) = εM⁻¹u ≠ 0; and δ(0) = −u. The steps `hu`, `hMu` and `hε0` are the three nonvanishing arguments above, with `inner_self_eq_zero` turning ⟨u, u⟩ = 0 into u = 0. Nothing is stated about convergence, about improvement of the eigenvector estimate, or about M merely close to H − θ. Nor is M⁻¹u claimed to be independent of u, to which it is parallel when u is an eigenvector.

## A two-level example

Take H = σₓ on ℂ², with components x₀ and x₁, and θ = 2. Since σₓ² = 1, (σₓ − 2)(σₓ + 2) = −3, so M⁻¹ = −(σₓ + 2)/3.

```lean
/-- The two-level Hamiltonian `σₓ`, exchanging the two components of a vector in `ℂ²`. -/
def sigmaX : EuclideanSpace ℂ (Fin 2) →ₗ[ℂ] EuclideanSpace ℂ (Fin 2) where
  toFun x := !₂[x 1, x 0]
  map_add' x y := by
    ext i
    fin_cases i <;> simp
  map_smul' c x := by
    ext i
    fin_cases i <;> simp

/-- The shifted operator `σₓ - 2` on `ℂ²` with its inverse `-(σₓ + 2) / 3`. -/
def shiftedSigmaX : EuclideanSpace ℂ (Fin 2) ≃ₗ[ℂ] EuclideanSpace ℂ (Fin 2) where
  toFun x := !₂[x 1 - 2 * x 0, x 0 - 2 * x 1]
  map_add' x y := by
    ext i
    fin_cases i <;> simp <;> ring
  map_smul' c x := by
    ext i
    fin_cases i <;> simp <;> ring
  invFun x := !₂[-(x 1 + 2 * x 0) / 3, -(x 0 + 2 * x 1) / 3]
  left_inv x := by
    ext i
    fin_cases i <;> simp <;> ring
  right_inv x := by
    ext i
    fin_cases i <;> simp <;> ring
```

The fields `left_inv` and `right_inv` verify this inverse component by component.

```lean
/-- With `H = σₓ`, `θ = 2` and `u = (1, 0)`, the map `M = σₓ - 2` equals `H - θ` and
`⟨u, M⁻¹ u⟩ = -2/3`. -/
theorem olsen_versus_davidson_witness :
    (∀ x, shiftedSigmaX x = sigmaX x - (2 : ℂ) • x) ∧
    ⟪(!₂[1, 0] : EuclideanSpace ℂ (Fin 2)), shiftedSigmaX.symm !₂[1, 0]⟫_ℂ = -2 / 3 := by
  constructor
  · intro x
    change (!₂[x 1 - 2 * x 0, x 0 - 2 * x 1] : EuclideanSpace ℂ (Fin 2))
      = !₂[x 1, x 0] - (2 : ℂ) • x
    ext i
    fin_cases i <;> simp
  · have h : shiftedSigmaX.symm !₂[1, 0] = !₂[-2 / 3, -1 / 3] := by
      rw [LinearEquiv.symm_apply_eq]
      have hx : ∀ x, shiftedSigmaX x = !₂[x 1 - 2 * x 0, x 0 - 2 * x 1] := fun _ => rfl
      rw [hx]
      ext i
      fin_cases i <;> simp <;> norm_num
    rw [h]
    simp [PiLp.inner_apply, Fin.sum_univ_two]

end

end OlsenCorrection
```

For u = (1, 0) the theorem establishes `hM` and a = −2/3, through M⁻¹u = (−2/3, −1/3). Going on by ordinary arithmetic, which the file does not contain, ε* = −3/2, δ(ε*) = (0, 1/2) and u + δ(ε*) = (1, 1/2), or (2, 1)/√5 when normalised; at the Rayleigh quotient θ = 0 one would have M⁻¹u = (0, 1) and a = 0.

```lean
#print axioms OlsenCorrection.projected_equation_iff
-- 'OlsenCorrection.projected_equation_iff' depends on axioms: [propext, Classical.choice, Quot.sound]
#print axioms OlsenCorrection.exact_precond_residual
-- 'OlsenCorrection.exact_precond_residual' depends on axioms: [propext, Classical.choice, Quot.sound]
#print axioms OlsenCorrection.olsen_versus_davidson
-- 'OlsenCorrection.olsen_versus_davidson' depends on axioms: [propext, Classical.choice, Quot.sound]
```
